# Correlation factors of a nonvanishing spin-bath coherence are one on clusters straddling independent groups

Let $L(C)$ be the coherence of a central spin at a fixed time when only the bath spins in the finite cluster $C$ are present. Define the correlation factor of $C$ recursively by

$$L_c(C)=\frac{L(C)}{\prod_{S\subsetneq C}L_c(S)} .$$

If $L$ never vanishes, then $L(C)=\prod_{S\subseteq C}L_c(S)$. If also $L(C)=L(C\cap A)\,L(C\setminus A)$ for every cluster $C$, then $L_c(C)=1$ whenever $C$ has spins both inside and outside $A$. Such a cluster is said to straddle $A$.

## Clusters, coherences and their factors

```lean
import Mathlib

open Finset

namespace ClusterCorrelationExpansion

noncomputable section

variable {ι K : Type*} [DecidableEq ι] [Field K]
```

The type `ι` holds the labels of the bath spins, and a cluster is a `Finset ι`, a finite set of labels. The coherence takes values in a field `K`; for a physical coherence this is $\mathbb{C}$.

```lean
/-- The irreducible correlation factor of a cluster: its coherence divided by the factors of
all its proper subclusters. -/
def clusterFactor (L : Finset ι → K) (C : Finset ι) : K :=
  L C / ∏ S ∈ C.ssubsets.attach, clusterFactor L S.1
termination_by C.card
decreasing_by exact Finset.card_lt_card (Finset.mem_ssubsets.1 S.2)
```

This is the recursion for $L_c$. `C.ssubsets` is the collection of proper subsets of $C$. Lean must be shown that this recursion terminates, and it does because a proper subset has fewer spins. `attach` supplies each $S$ together with the proof that it is a proper subset.

```lean
/-- The coherence factorizes across `A`: every cluster contributes the product of its part
inside `A` and its part outside `A`. -/
def Factorizes (L : Finset ι → K) (A : Finset ι) : Prop :=
  ∀ C, L C = L (C ∩ A) * L (C \ A)
```

`Factorizes L A` says that $L(C)=L(C\cap A)\,L(C\setminus A)$ for all $C$. For pure dephasing, with $L(C)$ taken relative to the coherence in the absence of bath spins, this holds when the central spin is initially uncorrelated with the bath and the spins in $A$ neither interact with the other bath spins nor are initially correlated with them. The file takes the factorization as a hypothesis and contains no Hamiltonian from which to derive it.

```lean
/-- The cluster expansion of the coherence truncated at clusters of at most `k` spins. -/
def truncated (L : Finset ι → K) (k : ℕ) (C : Finset ι) : K :=
  ∏ S ∈ C.powerset.filter (fun S => S.card ≤ k), clusterFactor L S
```

The truncated expansion keeps only the factors of subclusters with at most $k$ spins:

$$L^{(k)}(C)=\prod_{S\subseteq C,\ |S|\le k}L_c(S).$$

## Inverting the recursion

```lean
/-- The defining recursion of the correlation factors, as a product over proper subclusters. -/
theorem clusterFactor_eq (L : Finset ι → K) (C : Finset ι) :
    clusterFactor L C = L C / ∏ S ∈ C.ssubsets, clusterFactor L S := by
  rw [clusterFactor, Finset.prod_attach C.ssubsets (fun S => clusterFactor L S)]
```

This restates the definition as an ordinary product, without `attach`.

```lean
/-- A product over all subclusters is the term of the full cluster times the product over
proper subclusters. -/
theorem prod_powerset_split (f : Finset ι → K) (C : Finset ι) :
    ∏ S ∈ C.powerset, f S = f C * ∏ S ∈ C.ssubsets, f S := by
  have h : C.ssubsets = C.powerset.erase C := by
    ext S
    rw [mem_ssubsets, mem_erase, mem_powerset, Finset.ssubset_iff_subset_ne, and_comm]
  rw [h, Finset.mul_prod_erase C.powerset f (Finset.mem_powerset_self C)]
```

The subsets of $C$ are $C$ itself and its proper subsets, so for any function $f$

$$\prod_{S\subseteq C}f(S)=f(C)\prod_{S\subsetneq C}f(S).$$

```lean
/-- If the coherence never vanishes, its value on a cluster is the product of the correlation
factors of all its subclusters. -/
theorem cluster_expansion (L : Finset ι → K) (hL : ∀ C, L C ≠ 0) (C : Finset ι) :
    ∏ S ∈ C.powerset, clusterFactor L S = L C := by
  -- no correlation factor vanishes, so the recursion can be inverted
  have hne : ∀ D, clusterFactor L D ≠ 0 := by
    intro D
    induction D using Finset.strongInduction with
    | H D ih =>
      rw [clusterFactor_eq L D]
      exact div_ne_zero (hL D)
        (Finset.prod_ne_zero_iff.2 fun S hS => ih S (mem_ssubsets.1 hS))
  rw [prod_powerset_split, clusterFactor_eq L C,
    div_mul_cancel₀ _ (Finset.prod_ne_zero_iff.2 fun S _ => hne S)]
```

The hypothesis `hL` says that $L(C)\neq0$ for every cluster. It is a real restriction, since a coherence can pass through zero at particular times, and if $L(C)=0$ the recursion divides by zero for every cluster that properly contains $C$.

First, no $L_c(D)$ vanishes. By induction over proper subsets, $L_c(D)$ is the nonzero number $L(D)$ divided by a product of nonzero factors. The recursion can then be multiplied out:

$$\prod_{S\subseteq C}L_c(S)=\frac{L(C)}{\prod_{S\subsetneq C}L_c(S)}\prod_{S\subsetneq C}L_c(S)=L(C).$$

The last `rw` does this cancellation. Here $L(\emptyset)$ must be nonzero, like every other value, but it need not be $1$.

The coherence could also have been modelled with values in `Kˣ`, the type of invertible elements of `K`. The hypothesis `hL` would then disappear from the theorems, but a coherence with a zero could not be entered at all.

```lean
/-- Any function whose products over subclusters reproduce a nonvanishing coherence is its
correlation factor. -/
theorem clusterFactor_unique (L : Finset ι → K) (hL : ∀ C, L C ≠ 0) (f : Finset ι → K)
    (hf : ∀ C, ∏ S ∈ C.powerset, f S = L C) (C : Finset ι) : f C = clusterFactor L C := by
  induction C using Finset.strongInduction with
  | H C ih =>
    have h1 := hf C
    rw [prod_powerset_split] at h1
    have h2 : ∏ S ∈ C.ssubsets, f S = ∏ S ∈ C.ssubsets, clusterFactor L S :=
      Finset.prod_congr rfl fun S hS => ih S (mem_ssubsets.1 hS)
    have h3 : ∏ S ∈ C.ssubsets, f S ≠ 0 := by
      intro h0
      apply hL C
      rw [← h1, h0, mul_zero]
    rw [clusterFactor_eq L C, ← h2, eq_div_iff h3]
    exact h1
```

Suppose $\prod_{S\subseteq C}f(S)=L(C)$ for all $C$, and suppose that $f=L_c$ on the proper subsets of $C$. Then

$$f(C)\prod_{S\subsetneq C}f(S)=L(C)\neq0 ,$$

so the product on the left is nonzero and can be divided out:

$$f(C)=\frac{L(C)}{\prod_{S\subsetneq C}f(S)}=\frac{L(C)}{\prod_{S\subsetneq C}L_c(S)}=L_c(C).$$

In the code, `h1` is the first equation, `h2` replaces $f$ by $L_c$ on proper subsets, and `h3` permits the division.

## Independent groups of spins

```lean
/-- If a cluster function is one on the empty cluster and on all clusters straddling `A`, its
product over subclusters splits into the parts inside and outside `A`. -/
theorem prod_powerset_straddle (g : Finset ι → K) (A C : Finset ι) (h0 : g ∅ = 1)
    (h : ∀ S, (S ∩ A).Nonempty → (S \ A).Nonempty → g S = 1) :
    ∏ S ∈ C.powerset, g S
      = (∏ S ∈ (C ∩ A).powerset, g S) * ∏ S ∈ (C \ A).powerset, g S := by
  -- the two families of subclusters share only the empty cluster
  have hi : (C ∩ A).powerset ∩ (C \ A).powerset = {∅} := by
    ext S
    simp only [mem_inter, mem_powerset, mem_singleton]
    constructor
    · rintro ⟨h1, h2⟩
      exact Finset.eq_empty_of_forall_notMem fun x hx =>
        (mem_sdiff.1 (h2 hx)).2 (mem_inter.1 (h1 hx)).2
    · rintro rfl
      exact ⟨Finset.empty_subset _, Finset.empty_subset _⟩
  rw [← Finset.prod_union_inter, hi, Finset.prod_singleton, h0, mul_one]
  symm
  apply Finset.prod_subset
  · exact Finset.union_subset (Finset.powerset_mono.2 Finset.inter_subset_left)
      (Finset.powerset_mono.2 Finset.sdiff_subset)
  · intro S hS hn
    rw [mem_powerset] at hS
    simp only [mem_union, mem_powerset, not_or] at hn
    apply h S
    · by_contra hne
      exact hn.2 fun x hx => mem_sdiff.2 ⟨hS hx, fun hA => hne ⟨x, mem_inter.2 ⟨hx, hA⟩⟩⟩
    · by_contra hne
      exact hn.1 fun x hx => mem_inter.2
        ⟨hS hx, by_contra fun hA => hne ⟨x, mem_sdiff.2 ⟨hx, hA⟩⟩⟩
```

Every subset of $C$ lies in $C\cap A$, lies in $C\setminus A$, or straddles $A$. The straddling ones contribute $g(S)=1$. The first two families share only $\emptyset$, which would be counted twice, but $g(\emptyset)=1$. Hence

$$\prod_{S\subseteq C}g(S)=\prod_{S\subseteq C\cap A}g(S)\prod_{S\subseteq C\setminus A}g(S).$$

`hi` computes the overlap of the two families, and `Finset.prod_subset` discards the straddling subsets.

```lean
/-- If a nonvanishing coherence factorizes across `A`, every cluster with spins both inside and
outside `A` has correlation factor one. -/
theorem clusterFactor_eq_one (L : Finset ι → K) (hL : ∀ C, L C ≠ 0) (A : Finset ι)
    (hF : Factorizes L A) (C : Finset ι) (h1 : (C ∩ A).Nonempty) (h2 : (C \ A).Nonempty) :
    clusterFactor L C = 1 := by
  have hE : L ∅ = L ∅ * L ∅ := by
    simpa only [Finset.empty_inter, Finset.empty_sdiff] using hF ∅
  have h0 : L ∅ = 1 := mul_left_cancel₀ (hL ∅) (by rw [mul_one]; exact hE.symm)
  have hc : clusterFactor L ∅ = 1 := by
    have h := cluster_expansion L hL ∅
    rw [Finset.powerset_empty, Finset.prod_singleton] at h
    exact h.trans h0
  -- set the straddling factors to one; the result still expands the coherence
  let f : Finset ι → K := fun S =>
    if (S ∩ A).Nonempty ∧ (S \ A).Nonempty then 1 else clusterFactor L S
  have hf : ∀ D, ∏ S ∈ D.powerset, f S = L D := by
    intro D
    have ha : ∏ S ∈ (D ∩ A).powerset, f S = L (D ∩ A) := by
      rw [← cluster_expansion L hL (D ∩ A)]
      refine Finset.prod_congr rfl fun S hS => if_neg ?_
      rintro ⟨_, x, hx⟩
      exact (mem_sdiff.1 hx).2 (mem_inter.1 (mem_powerset.1 hS (mem_sdiff.1 hx).1)).2
    have hb : ∏ S ∈ (D \ A).powerset, f S = L (D \ A) := by
      rw [← cluster_expansion L hL (D \ A)]
      refine Finset.prod_congr rfl fun S hS => if_neg ?_
      rintro ⟨⟨x, hx⟩, _⟩
      exact (mem_sdiff.1 (mem_powerset.1 hS (mem_inter.1 hx).1)).2 (mem_inter.1 hx).2
    rw [prod_powerset_straddle f A D (by simp [f, hc]) (fun S ha hb => if_pos ⟨ha, hb⟩),
      ha, hb, ← hF D]
  rw [← clusterFactor_unique L hL f hf C]
  exact if_pos ⟨h1, h2⟩
```

Factorization at $C=\emptyset$ gives $L(\emptyset)=L(\emptyset)^2$. Since $L(\emptyset)\neq0$, it follows that $L(\emptyset)=1$, and so $L_c(\emptyset)=1$.

Now define $f(S)=1$ if $S$ straddles $A$, and $f(S)=L_c(S)$ otherwise. No subset of $D\cap A$ or of $D\setminus A$ straddles $A$, so the splitting just proved and the cluster expansion give

$$\prod_{S\subseteq D}f(S)=\prod_{S\subseteq D\cap A}L_c(S)\prod_{S\subseteq D\setminus A}L_c(S)=L(D\cap A)\,L(D\setminus A)=L(D).$$

By uniqueness $f=L_c$, and therefore $L_c(C)=1$ on every straddling cluster. The steps `ha` and `hb` evaluate the two products.

```lean
/-- For a nonvanishing coherence equal to one on the empty cluster, factorization across `A` is
equivalent to unit correlation factors for all clusters straddling `A`. -/
theorem factorizes_iff (L : Finset ι → K) (hL : ∀ C, L C ≠ 0) (h0 : L ∅ = 1)
    (A : Finset ι) : Factorizes L A ↔
      ∀ C : Finset ι, (C ∩ A).Nonempty → (C \ A).Nonempty → clusterFactor L C = 1 := by
  refine ⟨clusterFactor_eq_one L hL A, fun h C => ?_⟩
  have hc := cluster_expansion L hL ∅
  rw [Finset.powerset_empty, Finset.prod_singleton, h0] at hc
  have e := prod_powerset_straddle (clusterFactor L) A C hc h
  rwa [cluster_expansion L hL, cluster_expansion L hL, cluster_expansion L hL] at e
```

The converse needs $L(\emptyset)=1$, which holds when the coherence is taken relative to its value without bath spins. Then $L_c(\emptyset)=1$, and if all straddling factors are one, the splitting applies to $L_c$ itself. Replacing each of its three products by the corresponding coherence gives $L(C)=L(C\cap A)\,L(C\setminus A)$.

```lean
/-- For a nonvanishing coherence equal to one on the empty cluster, the correlation factor of a pair
of distinct spins is the pair coherence divided by the two single-spin coherences. -/
theorem clusterFactor_pair (L : Finset ι → K) (hL : ∀ C, L C ≠ 0) (h0 : L ∅ = 1)
    {i j : ι} (hij : i ≠ j) : clusterFactor L {i, j} = L {i, j} / (L {i} * L {j}) := by
  have hp : ∀ (a : ι) (f : Finset ι → K),
      ∏ t ∈ ({a} : Finset ι).powerset, f t = f ∅ * f {a} := by
    intro a f
    have hP : ({a} : Finset ι).powerset = {∅, {a}} := by
      ext S
      simp [Finset.subset_singleton_iff]
    rw [hP, Finset.prod_pair (Finset.singleton_ne_empty a).symm]
  have hc := cluster_expansion L hL ∅
  rw [Finset.powerset_empty, Finset.prod_singleton, h0] at hc
  have hi := cluster_expansion L hL {i}
  rw [hp, hc, one_mul] at hi
  have e := cluster_expansion L hL {i, j}
  have hs : insert i (∅ : Finset ι) = {i} := by simp
  rw [Finset.prod_powerset_insert (by simpa using hij), cluster_expansion L hL {j},
    hp j (fun t => clusterFactor L (insert i t)), hs, hi] at e
  rw [eq_div_iff (mul_ne_zero (hL _) (hL _))]
  linear_combination e
```

For $i\neq j$, the expansion on $\emptyset$, $\{i\}$ and $\{j\}$ gives $L_c(\emptyset)=1$, $L_c(\{i\})=L(\{i\})$ and $L_c(\{j\})=L(\{j\})$. On the pair it reads

$$L(\{i,j\})=L(\{i\})\,L(\{j\})\,L_c(\{i,j\}),$$

and division gives the stated quotient.

## When truncation is exact

```lean
/-- If a nonvanishing coherence factorizes across `A` and a cluster has at most `k` spins on each
side, the expansion truncated at `k` spins gives its exact coherence. -/
theorem truncated_exact (L : Finset ι → K) (hL : ∀ C, L C ≠ 0) (A C : Finset ι)
    (hF : Factorizes L A) (k : ℕ) (h1 : (C ∩ A).card ≤ k) (h2 : (C \ A).card ≤ k) :
    truncated L k C = L C := by
  rw [truncated, ← cluster_expansion L hL C]
  apply Finset.prod_subset (Finset.filter_subset _ _)
  intro S hS hn
  have hk : ¬ S.card ≤ k := fun h => hn (mem_filter.2 ⟨hS, h⟩)
  rw [mem_powerset] at hS
  -- a subcluster of more than k spins cannot fit on one side
  apply clusterFactor_eq_one L hL A hF S
  · by_contra hne
    exact hk ((Finset.card_le_card fun x hx => mem_sdiff.2
      ⟨hS hx, fun hA => hne ⟨x, mem_inter.2 ⟨hx, hA⟩⟩⟩).trans h2)
  · by_contra hne
    exact hk ((Finset.card_le_card fun x hx => mem_inter.2
      ⟨hS hx, by_contra fun hA => hne ⟨x, mem_sdiff.2 ⟨hx, hA⟩⟩⟩).trans h1)
```

A subcluster $S$ omitted from $L^{(k)}(C)$ has more than $k$ spins. It fits neither in $C\cap A$ nor in $C\setminus A$, each of which has at most $k$. So $S$ straddles $A$, its factor is one, and omitting it changes nothing.

For simulations of decoherence with a cluster expansion, this is an exact limiting case, restricted to a bath of two independent groups of at most $k$ spins each. It gives no error estimate for groups that interact weakly.

## Four spins in two correlated pairs

```lean
/-- A bath of four spins in which each of the pairs 0, 1 and 2, 3 halves the coherence when
both its spins are present. -/
def twoPairs (C : Finset (Fin 4)) : ℚ :=
  (if 0 ∈ C ∧ 1 ∈ C then 1 / 2 else 1) * (if 2 ∈ C ∧ 3 ∈ C then 1 / 2 else 1)
```

`Fin 4` labels the spins $0,1,2,3$. Each complete pair, $\{0,1\}$ or $\{2,3\}$, multiplies the coherence by $1/2$. These are chosen numbers, not the output of a spin Hamiltonian.

```lean
/-- The two-pair bath has nonzero coherences and factorizes across the first pair, but the
coherence of that pair is not the product of its single-spin coherences. -/
theorem twoPairs_witness : (∀ C, twoPairs C ≠ 0) ∧ Factorizes twoPairs {0, 1} ∧
    twoPairs {0, 1} ≠ twoPairs {0} * twoPairs {1} := by
  refine ⟨fun C => ?_, fun C => ?_, ?_⟩
  · unfold twoPairs
    split_ifs <;> norm_num
  · simp [twoPairs]
  · simp [twoPairs]

end

end ClusterCorrelationExpansion
```

The theorem confirms that this $L$ never vanishes and factorizes across $\{0,1\}$, while correlation within that pair remains: $L(\{0,1\})=1/2$, whereas $L(\{0\})\,L(\{1\})=1$. Lean checks the cases of the definition with `split_ifs` and `simp`.

By hand, the empty set and the single spins have factor $1$, and

$$L_c(\{0,1\})=L_c(\{2,3\})=\tfrac12,\qquad L_c(\{0,1,2\})=\frac{1/2}{1/2}=1 .$$

For all four spins $L=1/4$. Truncation at $k=1$ gives $1$, while truncation at $k=2$ gives $\tfrac12\cdot\tfrac12=\tfrac14$, the exact value.

```lean
#print axioms ClusterCorrelationExpansion.clusterFactor_eq_one
#print axioms ClusterCorrelationExpansion.factorizes_iff
#print axioms ClusterCorrelationExpansion.clusterFactor_pair
#print axioms ClusterCorrelationExpansion.truncated_exact
```

```
'ClusterCorrelationExpansion.clusterFactor_eq_one' depends on axioms: [propext, Classical.choice, Quot.sound]
'ClusterCorrelationExpansion.factorizes_iff' depends on axioms: [propext, Classical.choice, Quot.sound]
'ClusterCorrelationExpansion.clusterFactor_pair' depends on axioms: [propext, Classical.choice, Quot.sound]
'ClusterCorrelationExpansion.truncated_exact' depends on axioms: [propext, Classical.choice, Quot.sound]
```
